# The quadratic small-gradient coefficient of a B88-type exchange enhancement factor

In a B88-type exchange functional, the enhancement factor at reduced gradient `s` is modelled here as F(s) = 1 + m s² / (1 + b s arsinh(c s)). The theorem `b88_small_gradient` states that (F(s) − 1)/s² tends to m as s tends to 0 through nonzero values, for any real m, b and c. The attempt first shows by continuity that the denominator 1 + b s arsinh(c s) tends to 1, and from this that m divided by it tends to m. It then cancels s², which is allowed because s ≠ 0, to identify that quotient with the ratio in the statement.

An attempt in Lean 4 with a fault in it:

```lean
import Mathlib

open Filter Topology

namespace LargeGradientExchange

noncomputable section

/-- The B88-type exchange enhancement factor as a function of the reduced gradient `s`. -/
def b88Enhancement (m b c s : ℝ) : ℝ :=
  1 + m * s ^ 2 / (1 + b * s * Real.arsinh (c * s))

/-- At small reduced gradient the enhancement factor departs from one quadratically, with
coefficient `m`. -/
theorem b88_small_gradient (m b c : ℝ) :
    Tendsto (fun s => (b88Enhancement m b c s - 1) / s ^ 2) (𝓝[≠] 0) (𝓝 m) := by
  have hD : Tendsto (fun s : ℝ => 1 + b * s * Real.arsinh (c * s)) (𝓝 0) (𝓝 1) := by
    have hc : Continuous (fun s : ℝ => 1 + b * s * Real.arsinh (c * s)) :=
      continuous_const.add ((continuous_const.mul continuous_id).mul
        (Real.continuous_arsinh.comp (continuous_const.mul continuous_id)))
    have h := hc.tendsto 0
    simpa using h
  have h : Tendsto (fun s : ℝ => m / (1 + b * s * Real.arsinh (c * s))) (𝓝[≠] 0) (𝓝 m) := by
    have h := (tendsto_const_nhds (x := m)).div (hD.mono_left nhdsWithin_le_nhds) one_ne_zero
    rw [div_one] at h
    exact h
  refine h.congr' ?_
  filter_upwards [self_mem_nhdsWithin] with s hs
  have hs' : s ≠ 0 := hs
  unfold b88Enhancement
  rw [add_sub_cancel_left, div_right_comm, mul_div_cancel_right₀ _ (pow_ne_zero 2 hs')]

end

end LargeGradientExchange
```

Lean reports:

```
Main.lean:24:14: error: don't know how to synthesize implicit argument `l`
  @Tendsto.div ℝ ℝ Field.toSemifield.toDivisionSemiring.toGroupWithZero
    PseudoMetricSpace.toUniformSpace.toTopologicalSpace instIsTopologicalDivisionRingReal.toContinuousInv₀
    instIsTopologicalRingReal.toContinuousMul (fun x => m) (fun s => 1 + b * s * Real.arsinh (c * s)) (𝓝[?m.251] 0) m 1
    tendsto_const_nhds (Tendsto.mono_left hD nhdsWithin_le_nhds) one_ne_zero
context:
m b c : ℝ
hD : Tendsto (fun s => 1 + b * s * Real.arsinh (c * s)) (𝓝 0) (𝓝 1)
⊢ Filter ℝ
Main.lean:24:49: error: don't know how to synthesize implicit argument `y`
  @Tendsto.mono_left ℝ ℝ (fun s => 1 + b * s * Real.arsinh (c * s)) (𝓝 0) (𝓝[?m.251] 0) (𝓝 1) hD nhdsWithin_le_nhds
context:
m b c : ℝ
hD : Tendsto (fun s => 1 + b * s * Real.arsinh (c * s)) (𝓝 0) (𝓝 1)
⊢ Filter ℝ
Main.lean:24:62: error: don't know how to synthesize implicit argument `s`
  @nhdsWithin_le_nhds ℝ PseudoMetricSpace.toUniformSpace.toTopologicalSpace 0 ?m.251
context:
m b c : ℝ
hD : Tendsto (fun s => 1 + b * s * Real.arsinh (c * s)) (𝓝 0) (𝓝 1)
⊢ Set ℝ
Main.lean:24:15: error: don't know how to synthesize implicit argument `f`
  @tendsto_const_nhds ℝ PseudoMetricSpace.toUniformSpace.toTopologicalSpace ℝ m (𝓝[?m.251] 0)
context:
m b c : ℝ
hD : Tendsto (fun s => 1 + b * s * Real.arsinh (c * s)) (𝓝 0) (𝓝 1)
⊢ Filter ℝ
Main.lean:24:9: error: failed to infer `have` declaration type
```

All five errors come from one undetermined set. The lemma `nhdsWithin_le_nhds` says that `𝓝[s] a ≤ 𝓝 a` for any set `s`, so `hD.mono_left nhdsWithin_le_nhds` can restrict the limit in `hD` to any set at all. The inner `have h` is given no type, and nothing else in its line names the set. The `𝓝[≠] 0` in the surrounding goal does not help, because Lean must settle the type of this `have` before it reaches `exact h`.

The first four messages report the same unknown, `?m.251`, either as the set itself or inside the filter `𝓝[?m.251] 0`. The fifth says that the type of the `have` could therefore not be inferred.

The repair puts the restricted limit in a separate step, `hD'`, whose stated type contains `𝓝[≠] 0`. That fixes the set as the points other than 0. `Tendsto.div` then takes its filter from `hD'`, and the type of `h` can be inferred.

The repair, with which the file compiles:

```diff
@@ -22,5 +22,7 @@
     simpa using h
   have h : Tendsto (fun s : ℝ => m / (1 + b * s * Real.arsinh (c * s))) (𝓝[≠] 0) (𝓝 m) := by
-    have h := (tendsto_const_nhds (x := m)).div (hD.mono_left nhdsWithin_le_nhds) one_ne_zero
+    have hD' : Tendsto (fun s : ℝ => 1 + b * s * Real.arsinh (c * s)) (𝓝[≠] 0) (𝓝 1) :=
+      hD.mono_left nhdsWithin_le_nhds
+    have h := (tendsto_const_nhds (x := m)).div hD' one_ne_zero
     rw [div_one] at h
     exact h
```
